# Amplitudes, flux balance and exchange of wavenumbers at a one-dimensional potential step

A scattering code can treat a one-dimensional potential as piecewise constant and join the waves on the two sides of every interface. Take a single finite step at x = 0, with the same particle mass on both sides, a wave of unit amplitude and wavenumber k > 0 arriving from the left, and wavenumber q on the right. Continuity of the wavefunction and its derivative then fixes the reflected amplitude r and the transmitted amplitude t:

r = (k − q)/(k + q)

t = 2k/(k + q)

Here q may be complex with Re q ≥ 0. A real positive q describes a wave that travels on past the step, and q = iκ with κ > 0 describes one that decays as e^{−κx}. In both cases the amplitudes satisfy

|r|² + (Re q/k) |t|² = 1

When q is real and positive, exchanging k and q changes the sign of r and leaves both the reflection probability |r|² and the transmission probability (q/k)|t|² as they were.

## The flux factor and the sign of q in a code

The balance above is a cheap check on an interface routine for a single particle at a sharp step. It needs the factor Re q/k, because |t|² alone is not a probability. With k = 2 and q = 1 the amplitudes are r = 1/3 and t = 4/3, so |t|² exceeds 1, while the probabilities are 1/9 and (1/2)(16/9) = 8/9. With k = 1 and q = 2 they are r = −1/3 and t = 2/3, and the probabilities are again 1/9 and 8/9.

The check has a blind spot. A code usually obtains q as a square root of the energy minus the potential, and the balance holds for either root whenever the matching equations have a solution. Below the step, the root q = −iκ gives a wave that grows to the right, yet |r| is still 1. Both r and t keep their correct moduli but have the wrong phases. The branch of the square root therefore has to be checked separately.

## From continuity at x = 0 to the probabilities

Take units in which ħ²/2m = 1. The wavefunction is

ψ(x) = e^{ikx} + r e^{−ikx} for x < 0

ψ(x) = t e^{iqx} for x > 0

Two derivatives of e^{±ikx} give a factor (±ik)² = −k², so on the left −ψ'' = k²ψ, the free Schrödinger equation with energy k². On the right −ψ'' = q²ψ, which is the same as

−ψ'' + (k² − q²)ψ = k²ψ

The energy is again k² and the potential is the constant k² − q².

A finite jump in the potential makes ψ'' jump but leaves ψ and ψ' continuous. At x = 0 all exponentials equal 1, so continuity of ψ reads

1 + r = t

and continuity of ψ' reads ik(1 − r) = iqt, or

k(1 − r) = qt

Substituting the first equation into the second gives k − kr = q + qr, hence

(k + q) r = k − q

The real part of k + q is k + Re q, which is positive, so the division is allowed and r = (k − q)/(k + q). Then t = 1 + r = 2k/(k + q). Conversely, these two values satisfy 1 + r = t by construction, and

k(1 − r) = 2kq/(k + q) = qt

so they solve the matching conditions.

For the flux balance, multiply k(1 − r) = qt by the complex conjugate t* = 1 + r*:

k(1 − |r|² + r* − r) = q|t|²

The difference r* − r is purely imaginary. The real part is therefore

k(1 − |r|²) = Re q |t|²

and division by k gives the balance. If q = iκ with κ real, then Re q = 0 and |r| = 1. For κ > 0, where the wave on the right decays, this is total reflection.

For real q > 0 the amplitudes are real, and the probabilities are

|r|² = ((k − q)/(k + q))²

(q/k)|t|² = (q/k) · 4k²/(k + q)² = 4kq/(k + q)²

With k and q exchanged, the new reflected amplitude is r' = (q − k)/(q + k) = −r, so the reflection probability is the same. The flux balance holds for both arrangements, so the transmission probabilities agree too. Physically, the exchange compares the two directions of approach to one step at the same total energy.

## The Lean file

```lean
import Mathlib

open Complex

namespace PotentialStep

noncomputable section

/-- The plane wave `exp (i q x)` with a possibly complex wavenumber `q`. -/
def planeWave (q : ℂ) (x : ℝ) : ℂ := Complex.exp (I * q * (x : ℂ))

/-- The wavefunction left of the step: an incident wave of unit amplitude and a reflected
wave of amplitude `r`. -/
def incidentSide (k : ℝ) (r : ℂ) (x : ℝ) : ℂ :=
  planeWave (k : ℂ) x + r * planeWave (-(k : ℂ)) x

/-- The wavefunction right of the step: a transmitted wave of amplitude `t`. -/
def transmittedSide (q t : ℂ) (x : ℝ) : ℂ := t * planeWave q x

/-- The wavefunction and its derivative are continuous at the step, `x = 0`. -/
def Matches (k : ℝ) (q r t : ℂ) : Prop :=
  incidentSide k r 0 = transmittedSide q t 0 ∧
    deriv (incidentSide k r) 0 = deriv (transmittedSide q t) 0

/-- Differentiating a plane wave multiplies it by `i q`. -/
theorem hasDerivAt_planeWave (q : ℂ) (x : ℝ) :
    HasDerivAt (planeWave q) (I * q * planeWave q x) x := by
  have h0 : HasDerivAt (fun y : ℝ => (y : ℂ)) 1 x := by
    simpa using (hasDerivAt_id x).ofReal_comp
  have h := (h0.const_mul (I * q)).cexp
  exact h.congr_deriv (by simp only [planeWave]; ring)

/-- Left of the step the wavefunction solves the free stationary Schrödinger equation with
energy `k ^ 2`, in units where `ħ² / 2m = 1`. -/
theorem incidentSide_schrodinger (k : ℝ) (r : ℂ) (x : ℝ) :
    -deriv (deriv (incidentSide k r)) x = (k : ℂ) ^ 2 * incidentSide k r x := by
  have h1 : deriv (incidentSide k r) = fun y : ℝ =>
      I * (k : ℂ) * planeWave (k : ℂ) y + r * (I * (-(k : ℂ)) * planeWave (-(k : ℂ)) y) :=
    funext fun y => ((hasDerivAt_planeWave (k : ℂ) y).add
      ((hasDerivAt_planeWave (-(k : ℂ)) y).const_mul r)).deriv
  have h2 : deriv (fun y : ℝ =>
      I * (k : ℂ) * planeWave (k : ℂ) y + r * (I * (-(k : ℂ)) * planeWave (-(k : ℂ)) y)) x
      = I * (k : ℂ) * (I * (k : ℂ) * planeWave (k : ℂ) x)
        + r * (I * (-(k : ℂ)) * (I * (-(k : ℂ)) * planeWave (-(k : ℂ)) x)) :=
    (((hasDerivAt_planeWave (k : ℂ) x).const_mul (I * (k : ℂ))).add
      (((hasDerivAt_planeWave (-(k : ℂ)) x).const_mul (I * (-(k : ℂ)))).const_mul r)).deriv
  rw [h1, h2]
  unfold incidentSide
  linear_combination
    (-((k : ℂ) ^ 2 * (planeWave (k : ℂ) x + r * planeWave (-(k : ℂ)) x))) * I_sq

/-- Right of the step the wavefunction solves the stationary Schrödinger equation with
energy `k ^ 2` and constant potential `k ^ 2 - q ^ 2`, in the same units. -/
theorem transmittedSide_schrodinger (k : ℝ) (q t : ℂ) (x : ℝ) :
    -deriv (deriv (transmittedSide q t)) x
      + ((k : ℂ) ^ 2 - q ^ 2) * transmittedSide q t x
      = (k : ℂ) ^ 2 * transmittedSide q t x := by
  have h1 : deriv (transmittedSide q t) = fun y : ℝ => t * (I * q * planeWave q y) :=
    funext fun y => ((hasDerivAt_planeWave q y).const_mul t).deriv
  have h2 : deriv (fun y : ℝ => t * (I * q * planeWave q y)) x
      = t * (I * q * (I * q * planeWave q x)) :=
    (((hasDerivAt_planeWave q x).const_mul (I * q)).const_mul t).deriv
  rw [h1, h2]
  unfold transmittedSide
  linear_combination (-(q ^ 2 * (t * planeWave q x))) * I_sq

/-- The matching conditions at the step are two linear equations for the amplitudes. -/
theorem matches_iff_linear (k : ℝ) (q r t : ℂ) :
    Matches k q r t ↔ 1 + r = t ∧ (k : ℂ) * (1 - r) = q * t := by
  have hL : deriv (incidentSide k r) 0 = I * (k : ℂ) * planeWave (k : ℂ) 0
      + r * (I * (-(k : ℂ)) * planeWave (-(k : ℂ)) 0) :=
    ((hasDerivAt_planeWave (k : ℂ) 0).add
      ((hasDerivAt_planeWave (-(k : ℂ)) 0).const_mul r)).deriv
  have hR : deriv (transmittedSide q t) 0 = t * (I * q * planeWave q 0) :=
    ((hasDerivAt_planeWave q 0).const_mul t).deriv
  have h0 : ∀ p : ℂ, planeWave p 0 = 1 := fun p => by simp [planeWave]
  unfold Matches
  rw [hL, hR]
  simp only [incidentSide, transmittedSide, h0, mul_one]
  constructor
  · rintro ⟨h1, h2⟩
    refine ⟨h1, mul_left_cancel₀ I_ne_zero ?_⟩
    linear_combination h2
  · rintro ⟨h1, h2⟩
    exact ⟨h1, by linear_combination I * h2⟩

/-- For `k > 0` and `Re q ≥ 0`, the wavefunction and its derivative are continuous at the step
exactly when `r = (k - q) / (k + q)` and `t = 2 k / (k + q)`. -/
theorem matches_iff_amplitudes {k : ℝ} {q : ℂ} (hk : 0 < k) (hq : 0 ≤ q.re) (r t : ℂ) :
    Matches k q r t ↔
      r = ((k : ℂ) - q) / ((k : ℂ) + q) ∧ t = 2 * (k : ℂ) / ((k : ℂ) + q) := by
  have hs : (k : ℂ) + q ≠ 0 := by
    intro h
    have h' := congrArg Complex.re h
    simp only [add_re, ofReal_re, zero_re] at h'
    linarith
  rw [matches_iff_linear, eq_div_iff hs, eq_div_iff hs]
  constructor
  · rintro ⟨h1, h2⟩
    exact ⟨by linear_combination q * h1 - h2, by linear_combination -h2 - (k : ℂ) * h1⟩
  · rintro ⟨hr, ht⟩
    constructor
    · apply mul_right_cancel₀ hs
      linear_combination hr - ht
    · apply mul_right_cancel₀ hs
      linear_combination -(k : ℂ) * hr - q * ht

/-- For `k > 0` and any complex `q`, amplitudes that satisfy the matching conditions obey `‖r‖ ^ 2 +
(Re q / k) * ‖t‖ ^ 2 = 1`. -/
theorem flux_conservation {k : ℝ} {q r t : ℂ} (hk : 0 < k) (h : Matches k q r t) :
    ‖r‖ ^ 2 + q.re / k * ‖t‖ ^ 2 = 1 := by
  obtain ⟨h1, h2⟩ := (matches_iff_linear k q r t).1 h
  subst h1
  have hre := congrArg Complex.re h2
  have him := congrArg Complex.im h2
  simp only [mul_re, mul_im, add_re, add_im, sub_re, sub_im, one_re, one_im,
    ofReal_re, ofReal_im] at hre him
  -- the real part of `k (1 - r) = q t` multiplied by the conjugate of `t`
  have key : q.re / k * ‖1 + r‖ ^ 2 = 1 - ‖r‖ ^ 2 := by
    rw [Complex.sq_norm, Complex.sq_norm, normSq_apply, normSq_apply,
      div_mul_eq_mul_div, div_eq_iff hk.ne']
    simp only [add_re, add_im, one_re, one_im]
    linear_combination -(1 + r.re) * hre - r.im * him
  linarith

/-- If the wavenumber on the right is purely imaginary, the reflected amplitude has
modulus one. -/
theorem total_reflection {k κ : ℝ} {r t : ℂ} (hk : 0 < k)
    (h : Matches k (I * (κ : ℂ)) r t) : ‖r‖ = 1 := by
  have hf := flux_conservation hk h
  have h0 : (I * (κ : ℂ)).re = 0 := by simp
  rw [h0, zero_div, zero_mul, add_zero] at hf
  nlinarith [norm_nonneg r]

/-- The reflection and transmission probabilities of a step with positive real wavenumbers `k` and
`q` on its two sides. -/
theorem step_probabilities {k q : ℝ} {r t : ℂ} (hk : 0 < k) (hq : 0 < q)
    (h : Matches k (q : ℂ) r t) :
    ‖r‖ ^ 2 = ((k - q) / (k + q)) ^ 2 ∧
      q / k * ‖t‖ ^ 2 = 4 * k * q / (k + q) ^ 2 := by
  obtain ⟨hr, ht⟩ := (matches_iff_amplitudes hk (by simpa using hq.le) r t).1 h
  have hr' : r = (((k - q) / (k + q) : ℝ) : ℂ) := by rw [hr]; push_cast; rfl
  have ht' : t = ((2 * k / (k + q) : ℝ) : ℂ) := by rw [ht]; push_cast; rfl
  have hs : k + q ≠ 0 := by positivity
  have hk' : k ≠ 0 := hk.ne'
  rw [hr', ht', Complex.norm_real, Complex.norm_real, Real.norm_eq_abs, Real.norm_eq_abs,
    sq_abs, sq_abs]
  refine ⟨rfl, ?_⟩
  field_simp
  ring

/-- Exchanging two positive real wavenumbers reverses the sign of the reflected amplitude and leaves
the reflection and transmission probabilities unchanged. -/
theorem exchange_symmetry {k q : ℝ} {r t r' t' : ℂ} (hk : 0 < k) (hq : 0 < q)
    (h : Matches k (q : ℂ) r t) (h' : Matches q (k : ℂ) r' t') :
    r' = -r ∧ ‖r'‖ ^ 2 = ‖r‖ ^ 2 ∧ k / q * ‖t'‖ ^ 2 = q / k * ‖t‖ ^ 2 := by
  have hr := ((matches_iff_amplitudes hk (by simpa using hq.le) r t).1 h).1
  have hr' := ((matches_iff_amplitudes hq (by simpa using hk.le) r' t').1 h').1
  have hneg : r' = -r := by
    rw [hr', hr, ← neg_div, neg_sub, add_comm (q : ℂ) (k : ℂ)]
  have hnorm : ‖r'‖ ^ 2 = ‖r‖ ^ 2 := by rw [hneg, norm_neg]
  -- equal reflection and flux conservation give equal transmission
  have f := flux_conservation hk h
  have f' := flux_conservation hq h'
  rw [ofReal_re] at f f'
  exact ⟨hneg, hnorm, by linarith⟩

end

end PotentialStep
```

```lean
#print axioms PotentialStep.transmittedSide_schrodinger
-- 'PotentialStep.transmittedSide_schrodinger' depends on axioms: [propext, Classical.choice, Quot.sound]
#print axioms PotentialStep.total_reflection
-- 'PotentialStep.total_reflection' depends on axioms: [propext, Classical.choice, Quot.sound]
#print axioms PotentialStep.step_probabilities
-- 'PotentialStep.step_probabilities' depends on axioms: [propext, Classical.choice, Quot.sound]
#print axioms PotentialStep.exchange_symmetry
-- 'PotentialStep.exchange_symmetry' depends on axioms: [propext, Classical.choice, Quot.sound]
```

## How the Lean statements encode the scattering problem

`planeWave q x` is e^{iqx}, with a complex wavenumber and a real position. `incidentSide k r` and `transmittedSide q t` are the two expressions for ψ. Each is defined on the whole real line, although the physics uses only one half of it.

`Matches k q r t` says that these two functions have equal values and equal derivatives at 0. The derivative is Mathlib's `deriv`, so the algebraic equations for r and t are derived and not put in as definitions. That ψ and ψ' should be continuous is the physical input: it stands for a finite step and for the same mass on both sides.

The theorems read as follows.

- `incidentSide_schrodinger` and `transmittedSide_schrodinger` state that the two expressions solve the stationary equation with energy k², the second with potential k² − q².
- `matches_iff_amplitudes` states that, for k > 0 and Re q ≥ 0, matching holds exactly when r and t have the two closed forms. A solution therefore exists and is unique.
- `flux_conservation` states the balance for every complex q, given k > 0 and matching. It needs no condition on the sign of Re q.
- `total_reflection` assumes k > 0 and matching, sets q = iκ with κ any real number, and concludes `‖r‖ = 1`. For κ < 0 this is only a statement about the matching equations, because the wave on the right then grows without bound.
- `step_probabilities` gives the two explicit probabilities for real k, q > 0.
- `exchange_symmetry` takes matched amplitudes r, t for the pair (k, q) and r', t' for the pair (q, k), and concludes that r' = −r and that both probabilities agree.

## How the proof follows the algebra

`hasDerivAt_planeWave` differentiates e^{iqx} by the chain rule. The two Schrödinger theorems apply it twice, with `h1` holding the first derivative and `h2` the second; the final `linear_combination` uses i² = −1.

`matches_iff_linear` carries out the passage from continuity to 1 + r = t and k(1 − r) = qt. It computes both derivatives at 0, replaces each plane wave there by 1, and cancels the common factor i with `mul_left_cancel₀ I_ne_zero`.

`matches_iff_amplitudes` first proves k + q ≠ 0 by taking real parts, as above. It then clears the denominators with `eq_div_iff`. In the forward direction, suitable combinations of the two linear equations give r(k + q) = k − q and t(k + q) = 2k. In the converse direction each linear equation is first proved after multiplication by k + q, and that factor is then cancelled.

`flux_conservation` replaces t by 1 + r and splits k(1 − r) = qt into its real part `hre` and imaginary part `him`. The last step in `key` weights them by 1 + Re r and Im r, up to a common sign. Those weights are the real and imaginary parts of t, so the combination is the real part of the equation multiplied by t*, and the terms containing Im q cancel.

`total_reflection` inserts Re q = 0 into the balance and uses the fact that a norm is non-negative to pass from ‖r‖² = 1 to ‖r‖ = 1. `step_probabilities` rewrites the amplitudes as real numbers, so that their squared norms are ordinary squares, and simplifies the fractions. `exchange_symmetry` obtains r' = −r from the closed forms, then subtracts the two flux balances to get equal transmission.

## Limits: one sharp interface, equal masses, stationary waves

The theorems concern exact amplitudes at one interface, with a wave incident from the left only. Several interfaces, smooth steps, wave packets and rounding errors are not treated. A code on a spatial grid has its own dispersion relation and its own form of the matching conditions, so at finite spacing its amplitudes can differ from the closed forms without any programming fault.

If the effective mass changes at the interface, as in some heterostructure models, continuity of ψ' is generally the wrong condition, and the formulas for r and t don't apply as they stand.

The file does not define a probability current. That ‖r‖² and (Re q/k)‖t‖² are ratios of reflected and transmitted flux to incident flux is the physical reading of the balance. For a q with non-zero real and imaginary parts, the potential k² − q² is complex and the flux on the right varies with x; the balance then refers to the flux at x = 0.
